# Zero-energy displacements of a connected isotropic network with nonnegative spring constants are uniform

## Springs that resist every relative displacement

The network is specified by its spring constants alone, and the bonds are read off from them: two distinct atoms i and j are bonded when k_ij > 0 or k_ji > 0. Each atom i has a displacement u_i in R^d, and the energy is

E(u) = Σ_i Σ_j k_ij |u_i − u_j|².

The springs are isotropic: they resist a relative displacement in any direction, not only along the bond. A spring that resists only stretching sees, to first order, the component of u_i − u_j along the bond, and an infinitesimal rotation leaves that component zero. Here the whole vector counts, so turning the network generally costs energy.

Two conditions enter. Nonnegative constants, k_ij ≥ 0, mean that no relative displacement lowers the energy of a pair, so contributions cannot cancel. Connectedness means that the network does not fall into separate fragments, which could drift independently.

## Equal displacements spread along bonds

Suppose E(u) = 0. Every term k_ij |u_i − u_j|² is nonnegative, so every term is zero. Where k_ij > 0, this gives |u_i − u_j|² = 0, hence u_i = u_j. Any two atoms are joined by a chain of bonds, and the equality passes along the chain, so all displacements agree. Conversely, if all displacements agree, every difference is zero and E(u) = 0.

For d ≥ 1, connectedness is also necessary. If no chain of bonds joins a to b, displace every atom reachable from a by (1, …, 1) and leave the others in place. Bonded atoms are either both reachable or both not, so the energy is zero, yet u_a ≠ u_b.

## The cost of a rotation

In R³, an infinitesimal rotation with rotation vector w, about an axis through the origin, displaces an atom at x_i by u_i = w × x_i. Since

u_i − u_j = w × (x_i − x_j),

this displacement costs a connected network no spring energy exactly when w × (x_i − x_j) = 0 for all i and j.

Now let atoms a, b and c be non-collinear, and set p = x_b − x_a and q = x_c − x_a, so that p × q ≠ 0. If a rotation with w ≠ 0 cost nothing, then w × p = 0 and w × q = 0. Both p and q would be multiples of w, giving p × q = 0, a contradiction. The energy is therefore strictly positive. Non-collinearity matters because a linear molecule turned about an axis parallel to itself is displaced uniformly, if at all.

As an example, place three atoms at x_0 = (0, 0, 0), x_1 = (1, 0, 0) and x_2 = (0, 1, 0), with all k_ij = 1 and w = (0, 0, 1). Then

u_0 = (0, 0, 0), u_1 = (0, 1, 0), u_2 = (−1, 0, 0).

The squared relative displacements are 1, 1 and 2. Each pair is counted in both orders, so E = 2(1 + 1 + 2) = 8.

In a normal-mode calculation for this harmonic, isotropic model, a connected network in three dimensions should therefore show three zero modes, the translations, and not the six of a free nonlinear molecule.

## How the Lean statements describe the network

The atoms form a finite type `ι`, and a displacement field is a function `u : ι → Fin d → ℝ`. The squared length in `isotropicEnergy` is written as a dot product, because the default norm on `Fin d → ℝ` in Mathlib is the maximum norm and not the Euclidean one.

The sum runs over ordered pairs without a prefactor. For symmetric k it is four times the usual energy, which has a factor ½ and counts each pair once; this does not affect which displacements cost nothing. Symmetry is not assumed, since `bondGraph` joins two atoms if the constant is positive in either order.

The main theorem, `isotropicEnergy_eq_zero_iff`, takes `hk`, the nonnegativity of the constants, and `hconn`, which says that any two atoms are joined by a walk of bonds. The condition `Preconnected` also admits an empty set of atoms, for which the claim is trivial. The theorem holds for every d, including zero; the necessity of connectedness, which is one direction of `preconnected_iff_zero_modes_uniform`, needs `0 < d`.

In `rotation_energy_pos`, non-collinearity is the hypothesis `hx` that a cross product of two interatomic vectors is nonzero. The model is harmonic, and the positions enter only through the rotation field, not through the springs. Masses and vibrational frequencies do not appear.

```lean
import Mathlib

open Matrix

namespace IsotropicNetworkZeroModes

noncomputable section

variable {ι : Type*} {d : ℕ}

/-- The isotropic spring energy: the sum over ordered pairs of atoms of the spring constant
times the squared length of the relative displacement. -/
def isotropicEnergy [Fintype ι] (k : ι → ι → ℝ) (u : ι → Fin d → ℝ) : ℝ :=
  ∑ i, ∑ j, k i j * ((u i - u j) ⬝ᵥ (u i - u j))

/-- The bond graph: two distinct atoms are joined when a positive spring constant couples them. -/
def bondGraph (k : ι → ι → ℝ) : SimpleGraph ι :=
  SimpleGraph.fromRel (fun i j => 0 < k i j)

/-- The displacement field `w × x i` of an infinitesimal rotation with rotation vector `w`
of atoms at positions `x i`. -/
def rotationField (w : Fin 3 → ℝ) (x : ι → Fin 3 → ℝ) : ι → Fin 3 → ℝ :=
  fun i => w ⨯₃ x i

/-- If the spring constants are nonnegative, each pair of atoms contributes a nonnegative energy. -/
theorem pairEnergy_nonneg {k : ι → ι → ℝ} (hk : ∀ i j, 0 ≤ k i j)
    (u : ι → Fin d → ℝ) (i j : ι) :
    0 ≤ k i j * ((u i - u j) ⬝ᵥ (u i - u j)) := by
  refine mul_nonneg (hk i j) ?_
  unfold dotProduct
  exact Finset.sum_nonneg fun a _ => mul_self_nonneg _

/-- For nonnegative spring constants, the energy vanishes exactly when any two atoms coupled by a
positive spring constant have the same displacement. -/
theorem isotropicEnergy_eq_zero_iff_bonds [Fintype ι] {k : ι → ι → ℝ}
    (hk : ∀ i j, 0 ≤ k i j) (u : ι → Fin d → ℝ) :
    isotropicEnergy k u = 0 ↔ ∀ i j, 0 < k i j → u i = u j := by
  unfold isotropicEnergy
  constructor
  · intro h i j hij
    -- a vanishing sum of nonnegative terms has only vanishing terms
    have h1 := (Finset.sum_eq_zero_iff_of_nonneg (fun i _ =>
      Finset.sum_nonneg fun j _ => pairEnergy_nonneg hk u i j)).1 h i (Finset.mem_univ i)
    have h2 := (Finset.sum_eq_zero_iff_of_nonneg (fun j _ =>
      pairEnergy_nonneg hk u i j)).1 h1 j (Finset.mem_univ j)
    rcases mul_eq_zero.1 h2 with h3 | h3
    · exact absurd h3 hij.ne'
    · exact sub_eq_zero.1 (dotProduct_self_eq_zero.1 h3)
  · intro h
    refine Finset.sum_eq_zero fun i _ => Finset.sum_eq_zero fun j _ => ?_
    rcases (hk i j).eq_or_lt with h0 | hpos
    · rw [← h0, zero_mul]
    · rw [h i j hpos, sub_self, zero_dotProduct, mul_zero]

/-- In a connected isotropic network with nonnegative spring constants, in any dimension, a
displacement costs no energy exactly when all atoms are displaced equally. -/
theorem isotropicEnergy_eq_zero_iff [Fintype ι] {k : ι → ι → ℝ}
    (hk : ∀ i j, 0 ≤ k i j) (hconn : (bondGraph k).Preconnected) (u : ι → Fin d → ℝ) :
    isotropicEnergy k u = 0 ↔ ∀ i j, u i = u j := by
  rw [isotropicEnergy_eq_zero_iff_bonds hk]
  constructor
  · intro h
    -- equality of displacements spreads along every walk of bonds
    have walk : ∀ a b, (bondGraph k).Walk a b → u a = u b := by
      intro a b p
      induction p with
      | nil => rfl
      | cons hadj _ ih =>
        refine Eq.trans ?_ ih
        rcases ((SimpleGraph.fromRel_adj _ _ _).1 hadj).2 with h1 | h1
        · exact h _ _ h1
        · exact (h _ _ h1).symm
    intro i j
    obtain ⟨p⟩ := hconn i j
    exact walk i j p
  · intro h i j _
    exact h i j

/-- For nonnegative spring constants and in dimension at least one, any two atoms are joined by a
walk of bonds exactly when every displacement of zero energy is uniform. -/
theorem preconnected_iff_zero_modes_uniform [Fintype ι] {k : ι → ι → ℝ}
    (hk : ∀ i j, 0 ≤ k i j) (hd : 0 < d) :
    (bondGraph k).Preconnected ↔
      ∀ u : ι → Fin d → ℝ, isotropicEnergy k u = 0 → ∀ i j, u i = u j := by
  classical
  constructor
  · intro hconn u
    exact (isotropicEnergy_eq_zero_iff hk hconn u).1
  · intro h a b
    -- displace only the atoms that can be reached from `a`
    let u : ι → Fin d → ℝ := fun i _ => if (bondGraph k).Reachable a i then 1 else 0
    have hu : isotropicEnergy k u = 0 := by
      rw [isotropicEnergy_eq_zero_iff_bonds hk]
      intro i j hij
      by_cases hne : i = j
      · rw [hne]
      · have hadj : (bondGraph k).Adj i j :=
          (SimpleGraph.fromRel_adj _ _ _).2 ⟨hne, Or.inl hij⟩
        have hiff : (bondGraph k).Reachable a i ↔ (bondGraph k).Reachable a j :=
          ⟨fun r => r.trans hadj.reachable, fun r => r.trans hadj.symm.reachable⟩
        funext c
        simp only [u, hiff]
    by_contra hab
    have hval := congrFun (h u hu a b) ⟨0, hd⟩
    have haa : (bondGraph k).Reachable a a := SimpleGraph.Reachable.refl a
    simp only [u, if_pos haa, if_neg hab] at hval
    exact one_ne_zero hval

/-- In a connected isotropic network in space with nonnegative spring constants, an infinitesimal
rotation costs no energy exactly when the rotation vector has zero cross product with every
interatomic vector. -/
theorem rotation_energy_eq_zero_iff [Fintype ι] {k : ι → ι → ℝ}
    (hk : ∀ i j, 0 ≤ k i j) (hconn : (bondGraph k).Preconnected)
    (w : Fin 3 → ℝ) (x : ι → Fin 3 → ℝ) :
    isotropicEnergy k (rotationField w x) = 0 ↔ ∀ i j, w ⨯₃ (x i - x j) = 0 := by
  rw [isotropicEnergy_eq_zero_iff hk hconn]
  simp only [rotationField, map_sub, sub_eq_zero]

/-- Two vectors that both have zero cross product with the same nonzero vector have zero
cross product with each other. -/
theorem cross_eq_zero_of_common_axis {w p q : Fin 3 → ℝ} (hw : w ≠ 0)
    (hp : w ⨯₃ p = 0) (hq : w ⨯₃ q = 0) : p ⨯₃ q = 0 := by
  have minors : ∀ v : Fin 3 → ℝ, w ⨯₃ v = 0 → ∀ i j, w i * v j = w j * v i := by
    intro v hv
    rw [cross_apply] at hv
    have h0 : w 1 * v 2 - w 2 * v 1 = 0 := congrFun hv 0
    have h1 : w 2 * v 0 - w 0 * v 2 = 0 := congrFun hv 1
    have h2 : w 0 * v 1 - w 1 * v 0 = 0 := congrFun hv 2
    intro i j
    fin_cases i <;> fin_cases j <;> simp <;> linarith
  obtain ⟨i, hi⟩ := Function.ne_iff.1 hw
  -- cancel a nonzero component of `w`
  have key : ∀ a b, p a * q b - p b * q a = 0 := by
    intro a b
    refine (mul_eq_zero.1 ?_).resolve_left hi
    linear_combination q b * minors p hp i a - q a * minors p hp i b + p i * minors q hq a b
  rw [cross_apply, key 1 2, key 2 0, key 0 1]
  ext c
  fin_cases c <;> rfl

/-- In a connected isotropic network with nonnegative spring constants that contains three
non-collinear atoms, every infinitesimal rotation with nonzero rotation vector costs a strictly
positive energy. -/
theorem rotation_energy_pos [Fintype ι] {k : ι → ι → ℝ}
    (hk : ∀ i j, 0 ≤ k i j) (hconn : (bondGraph k).Preconnected)
    {x : ι → Fin 3 → ℝ} {a b c : ι} (hx : (x b - x a) ⨯₃ (x c - x a) ≠ 0)
    {w : Fin 3 → ℝ} (hw : w ≠ 0) :
    0 < isotropicEnergy k (rotationField w x) := by
  have hnn : 0 ≤ isotropicEnergy k (rotationField w x) :=
    Finset.sum_nonneg fun i _ => Finset.sum_nonneg fun j _ => pairEnergy_nonneg hk _ i j
  refine lt_of_le_of_ne hnn fun h => hx ?_
  have hz := (rotation_energy_eq_zero_iff hk hconn w x).1 h.symm
  exact cross_eq_zero_of_common_axis hw (hz b a) (hz c a)

/-- Three atoms at the corners of a right triangle with unit legs, all coupled by unit springs,
have energy 8 under the infinitesimal rotation with unit rotation vector along the third axis. -/
theorem right_triangle_rotation_energy :
    isotropicEnergy (fun _ _ : Fin 3 => (1 : ℝ))
      (rotationField ![0, 0, 1] ![![0, 0, 0], ![1, 0, 0], ![0, 1, 0]]) = 8 := by
  simp [isotropicEnergy, rotationField, cross_apply, dotProduct, Fin.sum_univ_three]
  try norm_num

end

end IsotropicNetworkZeroModes
```

```lean
#print axioms IsotropicNetworkZeroModes.isotropicEnergy_eq_zero_iff
-- 'IsotropicNetworkZeroModes.isotropicEnergy_eq_zero_iff' depends on axioms: [propext, Classical.choice, Quot.sound]
#print axioms IsotropicNetworkZeroModes.preconnected_iff_zero_modes_uniform
-- 'IsotropicNetworkZeroModes.preconnected_iff_zero_modes_uniform' depends on axioms: [propext, Classical.choice, Quot.sound]
#print axioms IsotropicNetworkZeroModes.rotation_energy_pos
-- 'IsotropicNetworkZeroModes.rotation_energy_pos' depends on axioms: [propext, Classical.choice, Quot.sound]
#print axioms IsotropicNetworkZeroModes.right_triangle_rotation_energy
-- 'IsotropicNetworkZeroModes.right_triangle_rotation_energy' depends on axioms: [propext, Classical.choice, Quot.sound]
```

## From vanishing terms to uniform motion

`pairEnergy_nonneg` shows that each term is a product of nonnegative factors. `isotropicEnergy_eq_zero_iff_bonds` uses this twice through `Finset.sum_eq_zero_iff_of_nonneg`, first for the outer sum and then for the inner one, to isolate a single vanishing term. Since the spring constant is positive, the dot product must vanish, and with it the relative displacement. In the other direction, each term vanishes because either its constant or its displacement difference is zero.

The main theorem then proceeds by induction on a walk. The empty walk is immediate; a longer one begins with a bond, across which the displacements agree, and the induction hypothesis covers the rest. The two cases at each bond correspond to the two orders in which the constant may be positive.

For the necessity of connectedness, `u` is the displacement of the atoms reachable from `a`. The equivalence `hiff` says that bonded atoms are reachable together, so the energy is zero. Comparing the component with index 0 at `a` and `b` then gives 1 = 0 if `b` is unreachable.

## Cancelling a component of the rotation vector

`rotation_energy_eq_zero_iff` combines the main theorem with the linearity of the cross product. `cross_eq_zero_of_common_axis` replaces the argument with multiples of w by one in components. From w × p = 0 it obtains w_i p_a = w_a p_i, and likewise for q, so that

w_i (p_a q_b − p_b q_a) = p_i (w_a q_b − w_b q_a) = 0.

Here a and b label components, and i is chosen with w_i ≠ 0, so this factor can be cancelled. Every component of p × q has the form of the remaining bracket, up to the choice of a and b.

`rotation_energy_pos` first shows that the energy is nonnegative and then excludes zero by applying this lemma to the two interatomic vectors. `right_triangle_rotation_energy` evaluates the finite sums of the example directly.
